# Site weights of a non-degenerate eigenstate from the characteristic polynomials of a finite Hermitian matrix

## An eigenstate on a set of sites

Let $H$ be the Hamiltonian matrix of one particle on $n+1$ sites, numbered $0,\dots,n$. Its diagonal entries are on-site energies and its off-diagonal entries are hopping amplitudes. Let $v$ be a normalised eigenvector with energy $e$, so that $Hv=ev$ and $\sum_k |v_k|^2=1$. The probability of finding the particle at site $j$ is $|v_j|^2$. The question is how to obtain this weight without computing the eigenvector.

Two polynomials are needed:

$$p(z)=\det(z-H),\qquad q_j(z)=\det\bigl(z-H^{(j)}\bigr),$$

where $H^{(j)}$ is $H$ with row and column $j$ deleted, the Hamiltonian of the system with site $j$ taken out. For a single site, $H^{(j)}$ is the empty matrix and $q_j=1$. A prime denotes the derivative in $z$. The answer is

$$|v_j|^2\,p'(e)=q_j(e).$$

If $e$ is non-degenerate, $p'(e)\neq 0$ and division gives the weight. If $e$ is degenerate, $p'(e)=0$ and the identity only says that $q_j(e)=0$: removing any one site leaves $e$ in the spectrum.

In a finite non-interacting system, $|v_j|^2$ for a non-degenerate level is the residue of the local Green's function $G_{jj}(z)$ at $z=e$, and hence the weight of that level in the local density of states.

## What the theorems say

`eigenvector_weight` is the identity above. Its matrix `H` has complex entries and rows and columns indexed by `Fin (n + 1)`, which is the numbering from $0$ to $n$. The hypotheses are `H.IsHermitian`, the eigenvalue equation with a real energy `e`, and the normalisation `star v ⬝ᵥ v = 1`. The product `⬝ᵥ` does not conjugate anything, so the conjugation is written explicitly as `star v`.

The function `secular A z` is $z-A$, opposite in sign to the common textbook form $H-E$. `removeSite A j` is $A^{(j)}$; the map `j.succAbove` inside it lists the remaining sites in order. `charpoly` is $\det(X-A)$ as a polynomial in the variable $X$, and `derivative` is its formal derivative.

`biorthogonal_weight` is more general. For any square matrix $A$ over a commutative ring, with $Av=ev$ and $wA=ew$, it states

$$w_jv_j\,p'(e)=(w\cdot v)\,q_j(e),$$

where $p$ and $q_j$ are now built from $A$. With complex entries this applies to an energy-independent non-Hermitian effective Hamiltonian, for instance one with loss terms, where $w$ is in general not proportional to the conjugate of $v$. `biorthogonal_weight_witness` supplies a non-symmetric example with overlap $w\cdot v=5$.

`green_function_diag` states $p(z)G_{jj}(z)=q_j(z)$ whenever $(z-A)G=1$. `node_iff` states that, for $p'(e)\neq0$, the eigenvector vanishes at site $j$ exactly when $q_j(e)=0$. Without that condition, $q_j(e)=0$ no longer implies $v_j=0$: for the $2\times2$ identity matrix, $v=(1,0)$ and $e=1$, one has $q_0(1)=0$ but $v_0=1$.

The identity is often written with products of eigenvalue differences. The theorem keeps the polynomials unfactorised, and for non-degenerate $e$ it gives the modulus of $v_j$ but not its phase.

The step from the matrix to a real system is the choice of basis: $H$ must represent the Hamiltonian in a finite orthonormal set of orbitals. With overlapping atomic orbitals the eigenvalue problem contains an overlap matrix, and the identity does not apply in this form.

## Derivation through the adjugate

The adjugate $\operatorname{adj}M$ is the transposed matrix of cofactors, with $M\operatorname{adj}M=\operatorname{adj}M\,M=\det M\cdot 1$.

**Columns of the adjugate.** Suppose $Mv=0$. Let $N$ be $M$ with row $j$ replaced by the unit row that has $1$ in position $j$. Every other row of $N$ still gives zero on $v$, and row $j$ gives $v_j$, so $Nv=v_j\,u_j$ with $u_j$ the unit vector at $j$. Multiplying by $\operatorname{adj}N$ and taking component $k$ gives

$$\det N\;v_k=v_j\,(\operatorname{adj}N)_{kj}.$$

The cofactor $(\operatorname{adj}N)_{kj}$ is computed with row $j$ deleted, so it equals $(\operatorname{adj}M)_{kj}$. Expanding $\det N$ along row $j$ gives $(\operatorname{adj}M)_{jj}$. Hence

$$v_k(\operatorname{adj}M)_{jj}=v_j(\operatorname{adj}M)_{kj}.$$

**The left eigenvector.** From $wA=ew$ follows $w(X-A)=(X-e)w$. Multiplying on the right by $\operatorname{adj}(X-A)$ gives

$$p(X)\,w=(X-e)\,w\operatorname{adj}(X-A).$$

Differentiation gives

$$p'(X)\,w=w\operatorname{adj}(X-A)+(X-e)\,w\,\frac{d}{dX}\operatorname{adj}(X-A),$$

and at $X=e$ the last term vanishes: $w\operatorname{adj}(e-A)=p'(e)\,w$.

**The diagonal entry.** The cofactor at position $(j,j)$ has sign $(-1)^{2j}=1$, so $\operatorname{adj}(z-A)_{jj}=\det(z-A^{(j)})=q_j(z)$.

**Summing over sites.** Set $M=e-A$, so that $Mv=0$. Then

$$(w\cdot v)\,q_j(e)=\sum_k w_kv_k(\operatorname{adj}M)_{jj}
=v_j\sum_k w_k(\operatorname{adj}M)_{kj}=v_jw_j\,p'(e).$$

For Hermitian $H$ and real $e$, the adjoint of $Hv=ev$ is $v^\dagger H=e\,v^\dagger$. Thus $w=v^*$ is a left eigenvector, $w\cdot v=1$ and $w_jv_j=|v_j|^2$, which gives the identity for $|v_j|^2$. If $p'(e)\ne0$, the left side vanishes exactly when $v_j=0$, which is the node condition.

**The Green's function.** Multiplying $(z-A)G=1$ on the left by $\operatorname{adj}(z-A)$ gives $p(z)G=\operatorname{adj}(z-A)$. Its $(j,j)$ entry is $p(z)G_{jj}=q_j(z)$.

## A three-site chain

Take zero on-site energies and nearest-neighbour hopping $1$:

$$H=\begin{pmatrix}0&1&0\\1&0&1\\0&1&0\end{pmatrix},\qquad p(z)=z^3-2z,\qquad p'(z)=3z^2-2.$$

Removing an end site leaves a dimer, so $q_0(z)=q_2(z)=z^2-1$. Removing the middle site leaves two isolated sites, so $q_1(z)=z^2$.

At $e=\sqrt2$, $p'(e)=4$, and the weights are $\tfrac14,\tfrac12,\tfrac14$, in agreement with $v=\tfrac12(1,\sqrt2,1)$. At $e=0$, $p'(0)=-2$, and the weights are $\tfrac12,0,\tfrac12$. The node at the middle site appears because $q_1(0)=0$.

For the non-symmetric example, with rows $(1,2)$ and $(3,2)$, $p(z)=z^2-3z-4$ and $p'(4)=5$. With $q_0(4)=2$ and $q_1(4)=3$, the normalised weights $w_jv_j/(w\cdot v)$ are $\tfrac25$ and $\tfrac35$, as the vectors $v=(2,3)$ and $w=(1,1)$ give directly.

## The Lean file

```lean
import Mathlib

open Matrix
open Polynomial (C X derivative)

namespace EigenvectorWeights

variable {R : Type*} [CommRing R] {ι : Type*} [Fintype ι] [DecidableEq ι] {n : ℕ}

/-- The secular matrix `z - A`. -/
def secular (A : Matrix ι ι R) (z : R) : Matrix ι ι R := Matrix.scalar ι z - A

/-- The matrix `A` with row and column `j` removed. -/
def removeSite (A : Matrix (Fin (n + 1)) (Fin (n + 1)) R) (j : Fin (n + 1)) :
    Matrix (Fin n) (Fin n) R := A.submatrix j.succAbove j.succAbove

/-- If `M v = 0`, then the entries of column `j` of the adjugate of `M` satisfy
`v_k adj(M)_jj = v_j adj(M)_kj`. -/
theorem adjugate_column_of_kernel {M : Matrix ι ι R} {v : ι → R}
    (hv : M *ᵥ v = 0) (j k : ι) :
    v k * M.adjugate j j = v j * M.adjugate k j := by
  -- Replace row `j` by a unit row: the new matrix sends `v` to `v_j` times a unit vector.
  have h1 : M.updateRow j (Pi.single j 1) *ᵥ v = Pi.single j (v j) := by
    ext i
    by_cases h : i = j
    · simp [Matrix.mulVec, dotProduct, Matrix.updateRow_apply, Pi.single_apply, h]
    · simpa [Matrix.mulVec, dotProduct, Matrix.updateRow_apply, Pi.single_apply, h]
        using congrFun hv i
  -- The cofactors along row `j` do not see the replacement.
  have h2 : (M.updateRow j (Pi.single j 1)).adjugate k j = M.adjugate k j := by
    rw [Matrix.adjugate_apply, Matrix.adjugate_apply]
    refine congrArg Matrix.det ?_
    ext a b
    by_cases h : a = j <;> simp [Matrix.updateRow_apply, h]
  have h3 : ∀ N : Matrix ι ι R, N.adjugate *ᵥ (N *ᵥ v) = N.det • v := by
    intro N
    rw [Matrix.mulVec_mulVec, Matrix.adjugate_mul, Matrix.smul_mulVec, Matrix.one_mulVec]
  have h5 : ∀ K : Matrix ι ι R, (K *ᵥ Pi.single j (v j)) k = K k j * v j := by
    intro K
    simp [Matrix.mulVec, dotProduct, Pi.single_apply]
  have h4 := congrFun (h3 (M.updateRow j (Pi.single j 1))) k
  rw [h1, h5, h2, Pi.smul_apply, smul_eq_mul, ← Matrix.adjugate_apply] at h4
  linear_combination -h4

/-- A left eigenvector `w` of `A` with eigenvalue `e` is a left eigenvector of the adjugate
of `e - A`, with eigenvalue `p'(e)`, where `p` is the characteristic polynomial of `A`. -/
theorem vecMul_adjugate_secular {A : Matrix ι ι R} {w : ι → R} {e : R}
    (hw : w ᵥ* A = e • w) :
    w ᵥ* (secular A e).adjugate = (derivative A.charpoly).eval e • w := by
  -- The eigenvalue equation with a polynomial variable in place of the energy.
  have h1 : (fun i => C (w i)) ᵥ* A.charmatrix = (X - C e) • (fun i => C (w i)) := by
    ext1 i
    have hi : ∑ x, w x * A x i = e * w i := congrFun hw i
    have hC : ∑ x, C (w x) * C (A x i) = C e * C (w i) := by
      rw [← Polynomial.C_mul, ← hi, map_sum]
      simp only [Polynomial.C_mul]
    simp only [Matrix.vecMul, dotProduct, Matrix.charmatrix_apply, mul_sub,
      Finset.sum_sub_distrib, Pi.smul_apply, smul_eq_mul, Matrix.diagonal_apply, mul_ite,
      mul_zero, Finset.sum_ite_eq', Finset.mem_univ, if_true]
    rw [hC]
    ring
  have h2 := congrArg (fun u => u ᵥ* A.charmatrix.adjugate) h1
  simp only [Matrix.vecMul_vecMul, Matrix.mul_adjugate, Matrix.vecMul_smul,
    Matrix.vecMul_one, Matrix.smul_vecMul] at h2
  -- Differentiating and setting `X = e` removes the factor `X - e`.
  have key : ∀ (f g : Polynomial R) (c : R), f * C c = (X - C e) * g →
      (derivative f).eval e * c = g.eval e := by
    intro f g c h
    have h' := congrArg (fun r => (derivative r).eval e) h
    simpa [Polynomial.derivative_mul] using h'
  have hmap : (secular A e).adjugate =
      (Polynomial.evalRingHom e).mapMatrix A.charmatrix.adjugate := by
    rw [RingHom.map_adjugate]
    refine congrArg Matrix.adjugate ?_
    ext a b
    by_cases h : a = b <;> simp [secular, h]
  ext i
  have h5 := key A.charpoly _ (w i) (congrFun h2 i)
  rw [Pi.smul_apply, smul_eq_mul, h5, hmap]
  simp [Matrix.vecMul, dotProduct, Polynomial.eval_finsetSum]

/-- The diagonal entry `j` of the adjugate of `z - A` is the characteristic polynomial,
at `z`, of `A` with row and column `j` removed. -/
theorem adjugate_secular_diag (A : Matrix (Fin (n + 1)) (Fin (n + 1)) R) (z : R)
    (j : Fin (n + 1)) :
    (secular A z).adjugate j j = (removeSite A j).charpoly.eval z := by
  rw [Matrix.adjugate_fin_succ_eq_det_submatrix, Matrix.eval_charpoly,
    Even.neg_one_pow ⟨(j : ℕ), rfl⟩, one_mul]
  refine congrArg Matrix.det ?_
  ext a b
  by_cases h : a = b <;> simp [secular, removeSite, h]

/-- If `G` is the inverse of `z - A`, its diagonal entry satisfies `p(z) G_jj = q(z)`, with `p`
and `q` the characteristic polynomials of `A` and of `A` with row and column `j` removed. -/
theorem green_function_diag {A G : Matrix (Fin (n + 1)) (Fin (n + 1)) R} {z : R}
    (hG : secular A z * G = 1) (j : Fin (n + 1)) :
    A.charpoly.eval z * G j j = (removeSite A j).charpoly.eval z := by
  have h : (secular A z).adjugate = (secular A z).det • G := by
    calc (secular A z).adjugate = (secular A z).adjugate * (secular A z * G) := by
          rw [hG, mul_one]
      _ = (secular A z).det • G := by
          rw [← mul_assoc, Matrix.adjugate_mul, Matrix.smul_mul, one_mul]
  rw [← adjugate_secular_diag, h, Matrix.eval_charpoly]
  rfl

/-- For a right eigenvector `v` and a left eigenvector `w` of a square matrix `A` with the same
eigenvalue `e`, `w_j v_j p'(e) = (w · v) q(e)`, with `p` and `q` the characteristic polynomials
of `A` and of `A` with row and column `j` removed. -/
theorem biorthogonal_weight {A : Matrix (Fin (n + 1)) (Fin (n + 1)) R}
    {v w : Fin (n + 1) → R} {e : R} (hv : A *ᵥ v = e • v) (hw : w ᵥ* A = e • w)
    (j : Fin (n + 1)) :
    w j * v j * (derivative A.charpoly).eval e
      = (w ⬝ᵥ v) * (removeSite A j).charpoly.eval e := by
  have hker : secular A e *ᵥ v = 0 := by
    rw [secular, Matrix.sub_mulVec, hv]
    ext i
    simp [Matrix.scalar_apply]
  have hL : ∑ k, w k * (secular A e).adjugate k j
      = (derivative A.charpoly).eval e * w j := congrFun (vecMul_adjugate_secular hw) j
  -- The relation for the adjugate column replaces `v_k` by `v_j` in each term.
  have hS : ∑ k, w k * v k * (secular A e).adjugate j j
      = v j * ∑ k, w k * (secular A e).adjugate k j := by
    rw [Finset.mul_sum]
    refine Finset.sum_congr rfl fun k _ => ?_
    linear_combination w k * adjugate_column_of_kernel hker j k
  rw [← adjugate_secular_diag, dotProduct, Finset.sum_mul, hS, hL]
  ring

/-- The non-symmetric matrix with rows `(1, 2)` and `(3, 2)` has right eigenvector `(2, 3)` and
left eigenvector `(1, 1)`, both with eigenvalue `4`, and their overlap is `5`. -/
theorem biorthogonal_weight_witness :
    (!![1, 2; 3, 2] : Matrix (Fin 2) (Fin 2) ℝ) *ᵥ ![2, 3] = (4 : ℝ) • ![2, 3] ∧
    ![1, 1] ᵥ* (!![1, 2; 3, 2] : Matrix (Fin 2) (Fin 2) ℝ) = (4 : ℝ) • ![1, 1] ∧
    (![1, 1] : Fin 2 → ℝ) ⬝ᵥ ![2, 3] = 5 := by
  refine ⟨?_, ?_, ?_⟩
  · ext i
    fin_cases i <;> simp [Matrix.mulVec, dotProduct, Fin.sum_univ_two] <;> norm_num
  · ext i
    fin_cases i <;> simp [Matrix.vecMul, dotProduct, Fin.sum_univ_two] <;> norm_num
  · norm_num [dotProduct, Fin.sum_univ_two]

/-- Eigenvector-eigenvalue identity: for a normalised eigenvector `v` of a Hermitian matrix `H`
with energy `e`, `|v_j|² p'(e) = q(e)`, with `p` and `q` the characteristic polynomials of `H`
and of `H` with row and column `j` removed. -/
theorem eigenvector_weight {H : Matrix (Fin (n + 1)) (Fin (n + 1)) ℂ} (hH : H.IsHermitian)
    {v : Fin (n + 1) → ℂ} {e : ℝ} (hv : H *ᵥ v = (e : ℂ) • v) (hnorm : star v ⬝ᵥ v = 1)
    (j : Fin (n + 1)) :
    (‖v j‖ : ℂ) ^ 2 * (derivative H.charpoly).eval (e : ℂ)
      = (removeSite H j).charpoly.eval (e : ℂ) := by
  -- Hermiticity makes the conjugate of `v` a left eigenvector with the same energy.
  have hw : star v ᵥ* H = (e : ℂ) • star v := by
    have h := congrArg star hv
    rw [Matrix.star_mulVec, hH.eq] at h
    rw [h]
    ext i
    simp
  have hn : star v j * v j = (‖v j‖ : ℂ) ^ 2 := Complex.conj_mul' (v j)
  have h := biorthogonal_weight hv hw j
  rwa [hn, hnorm, one_mul] at h

/-- For a normalised eigenvector `v` of a Hermitian matrix `H` whose energy `e` is a simple root
of the characteristic polynomial, `v` vanishes at site `j` exactly when `e` is also a root of
the characteristic polynomial of `H` with row and column `j` removed. -/
theorem node_iff {H : Matrix (Fin (n + 1)) (Fin (n + 1)) ℂ} (hH : H.IsHermitian)
    {v : Fin (n + 1) → ℂ} {e : ℝ} (hv : H *ᵥ v = (e : ℂ) • v) (hnorm : star v ⬝ᵥ v = 1)
    (hsimple : (derivative H.charpoly).eval (e : ℂ) ≠ 0) (j : Fin (n + 1)) :
    v j = 0 ↔ (removeSite H j).charpoly.eval (e : ℂ) = 0 := by
  rw [← eigenvector_weight hH hv hnorm j]
  simp [hsimple]

end EigenvectorWeights
```

```lean
#print axioms EigenvectorWeights.green_function_diag
#print axioms EigenvectorWeights.eigenvector_weight
#print axioms EigenvectorWeights.node_iff
```

```
'EigenvectorWeights.green_function_diag' depends on axioms: [propext, Classical.choice, Quot.sound]
'EigenvectorWeights.eigenvector_weight' depends on axioms: [propext, Classical.choice, Quot.sound]
'EigenvectorWeights.node_iff' depends on axioms: [propext, Classical.choice, Quot.sound]
```

## From the adjugate lemmas to the weights

`adjugate_column_of_kernel` is the column argument. The matrix $N$ is `M.updateRow j (Pi.single j 1)`. Step `h1` computes $Nv$ row by row, `h2` shows that the cofactors along row $j$ are unchanged, and `h3` is $\operatorname{adj}N\,(Nv)=\det N\,v$. Step `h5` gives component $k$ of a matrix acting on a multiple of a unit vector. Their combination `h4` is the component equation, with $\det N$ recognised as $(\operatorname{adj}M)_{jj}$ through `Matrix.adjugate_apply`.

`vecMul_adjugate_secular` treats the left eigenvector. Its `h1` is the equation $w(X-A)=(X-e)w$, with the components of $w$ entered as constant polynomials, and `h2` multiplies it by the adjugate. The auxiliary statement `key` differentiates and sets $X=e$. Then `hmap` confirms that evaluating the adjugate of $X-A$ at $e$ gives the adjugate of $e-A$. Nothing is divided by $X-e$ or by $p'(e)$, so degenerate energies need no separate treatment.

`adjugate_secular_diag` expresses the diagonal cofactor as a determinant of the reduced matrix; `Even.neg_one_pow` removes the sign. `green_function_diag` uses the same lemma after a `calc` chain has shown that the adjugate is $\det(z-A)\,G$.

In `biorthogonal_weight`, `hker` is $(e-A)v=0$ and `hL` is component $j$ of the left-eigenvector result. Step `hS` applies the column relation to each term of the sum over $k$, which replaces $v_k$ by $v_j$. Substituting both gives the sum written out above. The witness theorem is checked by evaluating the two matrix-vector products and the overlap.

`eigenvector_weight` obtains the left eigenvector in `hw` by conjugating the eigenvalue equation and using Hermiticity. Step `hn` identifies $v_j^*v_j$ with $|v_j|^2$, and the normalisation removes the overlap. Finally, `node_iff` rewrites $q_j(e)$ as $|v_j|^2p'(e)$ and uses `hsimple` to conclude that this product vanishes only with $v_j$.
